# The jackknife squared mean as an average over pairs of data, unbiased for independent samples

Once equilibrated, a classical Monte Carlo simulation at fixed temperature $T$, volume and particle number produces a list of energies, and the heat capacity is wanted from their fluctuations,

$$C_V=\frac{\langle E^2\rangle-\langle E\rangle^2}{k_BT^2},$$

where $k_B$ is Boltzmann's constant. If $E$ is only the potential energy of classical particles, this is the configurational part of the heat capacity. The first average is estimated without bias by the mean of the squared energies. The second term is the square of an expectation, and squaring the sample mean overestimates it on average: the noise in the mean is squared too, and does not cancel. For $N$ independent samples with expectation $m$ and variance $v$, the excess is $v/N$.

The jackknife corrects such estimates by recomputing them with one datum left out at a time. The same recipe is used for other smooth functions of the mean. For the square, treated here, the corrected estimate has a closed form: it is the average product of two different data. No datum is multiplied by itself, and for independent samples with a common expectation the bias vanishes entirely.

## The data and their means

The data are real numbers $x_0,\dots,x_{N-1}$, given in Lean as a function `x : Fin N → ℝ`, whose indices start at zero. At this stage they are just numbers, with no probability attached.

```lean
import Mathlib

open MeasureTheory ProbabilityTheory

namespace JackknifeSquaredMean

noncomputable section

variable {N : ℕ}
```

Write $S=\sum_i x_i$ for the total and $Q=\sum_i x_i^2$ for the sum of squares. The sample mean is $\bar x=S/N$.

```lean
/-- The sample mean of `N` data, for `N ≥ 1`. -/
def sampleMean (x : Fin N → ℝ) : ℝ := (∑ i, x i) / N
```

The leave-one-out mean $\bar x_{(i)}$ averages the other $N-1$ data. In the code, `Finset.univ.erase i` is the set of all indices except $i$.

$$\bar x_{(i)}=\frac{1}{N-1}\sum_{j\ne i}x_j$$

```lean
/-- The mean of the data with the `i`-th one left out, for `N ≥ 2`. -/
def leaveOneOut (x : Fin N → ℝ) (i : Fin N) : ℝ :=
  (∑ j ∈ Finset.univ.erase i, x j) / ((N : ℝ) - 1)
```

The jackknife estimate of the squared mean combines the full sample with the reduced ones:

$$J=N\bar x^2-(N-1)\,\frac1N\sum_i\bar x_{(i)}^2 .$$

The weights are chosen to cancel a bias proportional to one over the sample size. In simulation work "jackknife" often means an error bar; `jackknifeSq` is the bias-corrected value.

```lean
/-- The jackknife estimate of the squared mean, for `N ≥ 2`: `N` times the squared sample mean
minus `N - 1` times the average squared leave-one-out mean. -/
def jackknifeSq (x : Fin N → ℝ) : ℝ :=
  N * sampleMean x ^ 2 - ((N : ℝ) - 1) * ((∑ i, leaveOneOut x i ^ 2) / N)
```

The error bar has its own definition. Its square is

$$\varepsilon^2=\frac{N-1}{N}\sum_i(\bar x_{(i)}-\bar x)^2 .$$

For independent data with a common expectation, this estimates the squared statistical error of the mean $\bar x$, and not that of $J$.

```lean
/-- The jackknife squared error of the mean, for `N ≥ 2`, built from the scatter of the
leave-one-out means about the sample mean. -/
def jackknifeErrSq (x : Fin N → ℝ) : ℝ :=
  ((N : ℝ) - 1) / N * ∑ i, (leaveOneOut x i - sampleMean x) ^ 2
```

Finally, the pair sum is $\Pi=\sum_i\sum_{j\ne i}x_ix_j$. It runs over ordered pairs, so each product of two different data occurs twice.

```lean
/-- The sum of the products `x i * x j` over all ordered pairs of different data. -/
def pairSum (x : Fin N → ℝ) : ℝ := ∑ i, ∑ j ∈ Finset.univ.erase i, x i * x j
```

## From leave-one-out means to pairs

Removing one datum from the total leaves $S-x_i$, so

$$\bar x_{(i)}=\frac{S-x_i}{N-1}.$$

The proof splits the total into $x_i$ and the rest, then cancels $x_i$.

```lean
/-- The leave-one-out mean is the total minus the omitted datum, divided by `N - 1`. -/
theorem leaveOneOut_eq (x : Fin N → ℝ) (i : Fin N) :
    leaveOneOut x i = ((∑ j, x j) - x i) / ((N : ℝ) - 1) := by
  have h := Finset.add_sum_erase Finset.univ x (Finset.mem_univ i)
  rw [leaveOneOut, ← h, add_sub_cancel_left]
```

The same splitting evaluates the pair sum:

$$\Pi=\sum_i x_i(S-x_i)=S^2-Q .$$

The inner sum is treated first, for each fixed $i$, and the results are then added.

```lean
/-- The pair sum is the squared total minus the sum of the squares. -/
theorem pairSum_eq (x : Fin N → ℝ) : pairSum x = (∑ i, x i) ^ 2 - ∑ i, x i ^ 2 := by
  have h : ∀ i, ∑ j ∈ Finset.univ.erase i, x i * x j = x i * (∑ j, x j) - x i ^ 2 := by
    intro i
    have h := Finset.add_sum_erase Finset.univ x (Finset.mem_univ i)
    rw [← Finset.mul_sum, ← h]
    ring
  rw [pairSum, Finset.sum_congr rfl fun i _ => h i, Finset.sum_sub_distrib, ← Finset.sum_mul]
  ring
```

The squared leave-one-out means are expanded and summed:

$$\sum_i\bar x_{(i)}^2=\frac{\sum_i(S^2-2Sx_i+x_i^2)}{(N-1)^2}=\frac{NS^2-2S^2+Q}{(N-1)^2}.$$

```lean
/-- The sum of the squared leave-one-out means, in terms of the total and the sum of squares. -/
theorem sum_leaveOneOut_sq (x : Fin N → ℝ) :
    ∑ i, leaveOneOut x i ^ 2 =
      (N * (∑ i, x i) ^ 2 - 2 * (∑ i, x i) ^ 2 + ∑ i, x i ^ 2) / ((N : ℝ) - 1) ^ 2 := by
  simp_rw [leaveOneOut_eq, div_pow]
  rw [← Finset.sum_div]
  congr 1
  simp only [sub_sq, Finset.sum_add_distrib, Finset.sum_sub_distrib, ← Finset.mul_sum,
    Finset.sum_const, Finset.card_univ, Fintype.card_fin, nsmul_eq_mul]
  ring
```

Substitution into the definition of $J$ gives

$$J=\frac{S^2}{N}-\frac{(N-2)S^2+Q}{N(N-1)}=\frac{(N-1)S^2-(N-2)S^2-Q}{N(N-1)}=\frac{S^2-Q}{N(N-1)}=\frac{\Pi}{N(N-1)} .$$

There are $N(N-1)$ ordered pairs of different indices, so $J$ is the average of $x_ix_j$ over them. The theorem assumes $N\ge2$, so that leaving one datum out leaves something to average. In the proof, `h0` and `h1` record that $N$ and $N-1$ are nonzero, `field_simp` clears the denominators, and `ring` checks the remaining polynomial identity.

```lean
/-- For at least two data, the jackknife estimate of the squared mean is the average of
`x i * x j` over the `N (N - 1)` ordered pairs of different data. -/
theorem jackknifeSq_eq (hN : 2 ≤ N) (x : Fin N → ℝ) :
    jackknifeSq x = pairSum x / (N * ((N : ℝ) - 1)) := by
  have h2 : (2 : ℝ) ≤ N := by exact_mod_cast hN
  have h0 : (N : ℝ) ≠ 0 := (by linarith : (0 : ℝ) < N).ne'
  have h1 : (N : ℝ) - 1 ≠ 0 := (by linarith : (0 : ℝ) < (N : ℝ) - 1).ne'
  rw [jackknifeSq, sum_leaveOneOut_sq, pairSum_eq, sampleMean]
  field_simp
  ring
```

The smallest case shows the mechanism. For $N=2$ the leave-one-out means are $x_1$ and $x_0$, and

$$J=2\left(\frac{x_0+x_1}{2}\right)^2-\frac{x_0^2+x_1^2}{2}=x_0x_1 .$$

With $x_0=1$ and $x_1=-1$ this is $-1$: an unbiased estimate of a square can be negative for a single data set.

## The correction equals the squared error bar

A leave-one-out mean differs from the full mean by

$$\bar x_{(i)}-\bar x=\frac{S-x_i}{N-1}-\frac SN=\frac{S-Nx_i}{N(N-1)}=-\frac{x_i-\bar x}{N-1}.$$

The deviation is that of the omitted datum, reversed in sign and divided by $N-1$. Squaring, summing and multiplying by $(N-1)/N$ gives

$$\varepsilon^2=\frac{1}{N(N-1)}\sum_i(x_i-\bar x)^2,$$

the usual squared standard error of the mean. The local statement `hdev` contains the squared deviation formula.

```lean
/-- For at least two data, the jackknife squared error is the usual squared standard error of
the mean, the sum of squared deviations divided by `N (N - 1)`. -/
theorem jackknifeErrSq_eq (hN : 2 ≤ N) (x : Fin N → ℝ) :
    jackknifeErrSq x = (∑ i, (x i - sampleMean x) ^ 2) / (N * ((N : ℝ) - 1)) := by
  have h2 : (2 : ℝ) ≤ N := by exact_mod_cast hN
  have h0 : (N : ℝ) ≠ 0 := (by linarith : (0 : ℝ) < N).ne'
  have h1 : (N : ℝ) - 1 ≠ 0 := (by linarith : (0 : ℝ) < (N : ℝ) - 1).ne'
  -- the squared deviation of a leave-one-out mean is that of the omitted datum over `(N - 1)²`
  have hdev : ∀ i, (leaveOneOut x i - sampleMean x) ^ 2 =
      (x i - sampleMean x) ^ 2 / ((N : ℝ) - 1) ^ 2 := by
    intro i
    have h : leaveOneOut x i - sampleMean x = -(x i - sampleMean x) / ((N : ℝ) - 1) := by
      rw [leaveOneOut_eq, sampleMean]
      field_simp
      ring
    rw [h, div_pow, neg_sq]
  rw [jackknifeErrSq, Finset.sum_congr rfl fun i _ => hdev i, ← Finset.sum_div]
  field_simp
```

The sum of squared deviations is $Q-2\bar xS+N\bar x^2=Q-S^2/N$. Hence

$$\bar x^2-J=\frac{S^2}{N^2}-\frac{S^2-Q}{N(N-1)}=\frac{NQ-S^2}{N^2(N-1)}=\frac{Q-S^2/N}{N(N-1)}=\varepsilon^2 .$$

The jackknife therefore lowers the squared mean by exactly the squared error bar. This holds for every data set with $N\ge2$, correlated or not. The proof rewrites both sides in terms of $S$ and $Q$ and compares them.

```lean
/-- For at least two data, the squared sample mean exceeds the jackknife estimate by exactly
the jackknife squared error of the mean. -/
theorem sq_sampleMean_sub_jackknifeSq (hN : 2 ≤ N) (x : Fin N → ℝ) :
    sampleMean x ^ 2 - jackknifeSq x = jackknifeErrSq x := by
  have h2 : (2 : ℝ) ≤ N := by exact_mod_cast hN
  have h0 : (N : ℝ) ≠ 0 := (by linarith : (0 : ℝ) < N).ne'
  have h1 : (N : ℝ) - 1 ≠ 0 := (by linarith : (0 : ℝ) < (N : ℝ) - 1).ne'
  have hdev : ∑ i, (x i - sampleMean x) ^ 2 = ∑ i, x i ^ 2 - (∑ i, x i) ^ 2 / N := by
    simp only [sub_sq, Finset.sum_add_distrib, Finset.sum_sub_distrib, ← Finset.sum_mul,
      ← Finset.mul_sum, Finset.sum_const, Finset.card_univ, Fintype.card_fin, nsmul_eq_mul]
    rw [sampleMean]
    field_simp
    ring
  rw [jackknifeErrSq_eq hN, hdev, jackknifeSq_eq hN, pairSum_eq, sampleMean]
  field_simp
  ring
```

In a heat-capacity calculation, the two running sums $S$ and $Q$ suffice, with no double loop over pairs. Take three energies $1$, $2$ and $6$ in some unit. Then $S=9$ and $Q=41$, so $\bar x^2=9$ while $J=(81-41)/6=20/3$. The difference, $7/3$, is the squared error bar. The estimated energy variance is $Q/N-J=41/3-20/3=7$, which is then divided by $k_BT^2$. It is the usual sample variance, the sum of squared deviations divided by $N-1$, here $14/2$. When the mean energy is large compared with the fluctuations, $Q/N$ and $J$ nearly cancel and digits are lost; subtracting a fixed reference energy close to the mean from all data beforehand avoids this and leaves the variance unchanged.

## Expectations over independent samples

Now each datum becomes a random variable $X_i$, in Lean a real function on a space `Ω` with measure `P`. The expectation $\mathbb E$ is the integral over `P`. The hypotheses are that each $X_i$ is integrable, that any two different ones are independent, and that all have expectation $m$. They need not have the same distribution.

For $i\ne j$, independence makes the product integrable and factorises its expectation:

$$\mathbb E[X_iX_j]=\mathbb E[X_i]\,\mathbb E[X_j]=m^2 .$$

Summing over the pairs gives

$$\mathbb E[\Pi]=N(N-1)m^2=N^2m^2-Nm^2 .$$

In the code, `hI` supplies the integrability that allows sum and integral to be exchanged, and `hE` supplies the factorisation. The resulting sum of constants is the pair sum of a data set whose entries all equal $m$, so the earlier formula for $\Pi$ evaluates it.

```lean
variable {Ω : Type*} [MeasurableSpace Ω] {P : Measure Ω}

/-- For pairwise independent integrable samples with common expectation `m`, the pair sum is
integrable and has expectation `N² m² - N m²`. -/
theorem integral_pairSum {X : Fin N → Ω → ℝ} {m : ℝ} (hX : ∀ i, Integrable (X i) P)
    (hind : Pairwise fun i j => IndepFun (X i) (X j) P) (hm : ∀ i, ∫ ω, X i ω ∂P = m) :
    Integrable (fun ω => pairSum fun i => X i ω) P ∧
      ∫ ω, pairSum (fun i => X i ω) ∂P = (N : ℝ) ^ 2 * m ^ 2 - N * m ^ 2 := by
  have hI : ∀ i, ∀ j ∈ Finset.univ.erase i, Integrable (fun ω => X i ω * X j ω) P := by
    intro i j hj
    have h : IndepFun (X i) (X j) P := hind (Finset.ne_of_mem_erase hj).symm
    exact h.integrable_mul (hX i) (hX j)
  -- independence factorises the expectation of each product
  have hE : ∀ i, ∀ j ∈ Finset.univ.erase i, ∫ ω, X i ω * X j ω ∂P = m * m := by
    intro i j hj
    have h : IndepFun (X i) (X j) P := hind (Finset.ne_of_mem_erase hj).symm
    calc ∫ ω, X i ω * X j ω ∂P = (∫ ω, X i ω ∂P) * ∫ ω, X j ω ∂P :=
          h.integral_mul_eq_mul_integral (hX i).aestronglyMeasurable
            (hX j).aestronglyMeasurable
      _ = m * m := by rw [hm i, hm j]
  have hS : ∀ i, Integrable (fun ω => ∑ j ∈ Finset.univ.erase i, X i ω * X j ω) P :=
    fun i => MeasureTheory.integrable_finsetSum _ (hI i)
  refine ⟨MeasureTheory.integrable_finsetSum _ fun i _ => hS i, ?_⟩
  calc ∫ ω, pairSum (fun i => X i ω) ∂P
      = ∑ i, ∫ ω, ∑ j ∈ Finset.univ.erase i, X i ω * X j ω ∂P :=
        MeasureTheory.integral_finsetSum _ fun i _ => hS i
    _ = pairSum (fun _ : Fin N => m) := Finset.sum_congr rfl fun i _ => by
        rw [MeasureTheory.integral_finsetSum _ (hI i)]
        exact Finset.sum_congr rfl (hE i)
    _ = (N : ℝ) ^ 2 * m ^ 2 - N * m ^ 2 := by
        rw [pairSum_eq]
        simp only [Finset.sum_const, Finset.card_univ, Fintype.card_fin, nsmul_eq_mul]
        ring
```

Dividing by the number of pairs gives

$$\mathbb E[J]=\frac{N(N-1)m^2}{N(N-1)}=m^2 .$$

This is unbiasedness, stated as an equality of expectations. No finite variance is required, because no square of a single $X_i$ appears in $\Pi$. The theorem does not ask for `P` to be normalised; in the physical reading it is a probability measure.

```lean
/-- For at least two pairwise independent integrable samples with common expectation `m`, the
jackknife estimate has expectation `m²`: it is unbiased. -/
theorem jackknifeSq_unbiased (hN : 2 ≤ N) {X : Fin N → Ω → ℝ} {m : ℝ}
    (hX : ∀ i, Integrable (X i) P) (hind : Pairwise fun i j => IndepFun (X i) (X j) P)
    (hm : ∀ i, ∫ ω, X i ω ∂P = m) :
    ∫ ω, jackknifeSq (fun i => X i ω) ∂P = m ^ 2 := by
  have h2 : (2 : ℝ) ≤ N := by exact_mod_cast hN
  have h0 : (N : ℝ) ≠ 0 := (by linarith : (0 : ℝ) < N).ne'
  have h1 : (N : ℝ) - 1 ≠ 0 := (by linarith : (0 : ℝ) < (N : ℝ) - 1).ne'
  simp_rw [jackknifeSq_eq hN]
  rw [integral_div, (integral_pairSum hX hind hm).2, div_eq_iff (mul_ne_zero h0 h1)]
  ring
```

The plain squared mean does contain those squares. Suppose now that `P` is a probability measure and that each $X_i$ is square-integrable, written `MemLp (X i) 2 P`, with common variance $v$. Then $\mathbb E[X_i^2]=v+m^2$, and splitting the squared total into diagonal and off-diagonal products gives

$$\mathbb E[\bar X^2]=\frac{\mathbb E\left[\sum_iX_i^2\right]+\mathbb E[\Pi]}{N^2}=\frac{N(v+m^2)+N^2m^2-Nm^2}{N^2}=m^2+\frac vN ,$$

where $\bar X$ is the sample mean of the $X_i$. This holds already for $N=1$, where the excess is the full variance. In the proof, `hE` gives the second moment and `hpt` performs the splitting for each outcome `ω`.

```lean
/-- For one or more pairwise independent square-integrable samples with common expectation `m`
and variance `v`, the squared sample mean has expectation `m² + v / N`. -/
theorem sq_sampleMean_bias [IsProbabilityMeasure P] (hN : 0 < N) {X : Fin N → Ω → ℝ} {m v : ℝ}
    (hX : ∀ i, MemLp (X i) 2 P) (hind : Pairwise fun i j => IndepFun (X i) (X j) P)
    (hm : ∀ i, ∫ ω, X i ω ∂P = m) (hv : ∀ i, variance (X i) P = v) :
    ∫ ω, sampleMean (fun i => X i ω) ^ 2 ∂P = m ^ 2 + v / N := by
  have h0 : (N : ℝ) ≠ 0 := by exact_mod_cast hN.ne'
  have hsq : ∀ i, Integrable (fun ω => X i ω ^ 2) P := fun i => (hX i).integrable_sq
  have hE : ∀ i, ∫ ω, X i ω ^ 2 ∂P = v + m ^ 2 := by
    intro i
    have h := variance_eq_sub (hX i)
    rw [hv i, hm i] at h
    have h' : v = (∫ ω, X i ω ^ 2 ∂P) - m ^ 2 := h
    linarith
  have hP := integral_pairSum (fun i => (hX i).integrable one_le_two) hind hm
  -- split the squared total into diagonal and off-diagonal products
  have hpt : ∀ ω, sampleMean (fun i => X i ω) ^ 2 =
      (∑ i, X i ω ^ 2 + pairSum fun i => X i ω) / (N : ℝ) ^ 2 := by
    intro ω
    simp only [pairSum_eq, sampleMean]
    ring
  simp_rw [hpt]
  rw [integral_div, integral_add (MeasureTheory.integrable_finsetSum _ fun i _ => hsq i) hP.1,
    MeasureTheory.integral_finsetSum _ fun i _ => hsq i, hP.2]
  simp only [hE, Finset.sum_const, Finset.card_univ, Fintype.card_fin, nsmul_eq_mul]
  field_simp
  ring

end

end JackknifeSquaredMean
```

## Correlated configurations

The theorems on unbiasedness ask for a common expectation, which is the thermal average once the simulation has equilibrated, and for independence. Successive configurations of a Markov chain are correlated, and for square-integrable samples with common expectation the bias of $J$ is then the average covariance over pairs of different samples. Averages over blocks much longer than the correlation time are commonly used as the data for $J$ instead, and are treated as approximately independent. For the heat capacity, $\langle E^2\rangle$ must still be estimated from the squares of the individual energies: the squares of the block averages would give the variance of the block averages, not that of the energy.

The result also bears on variational quantum Monte Carlo, where the variance of the local energy contains a squared expectation: $J$ estimates that term without bias if the sampled local energies are real, integrable and pairwise independent with a common expectation.

```lean
#print axioms JackknifeSquaredMean.sq_sampleMean_sub_jackknifeSq
#print axioms JackknifeSquaredMean.jackknifeSq_unbiased
#print axioms JackknifeSquaredMean.sq_sampleMean_bias
```

```
'JackknifeSquaredMean.sq_sampleMean_sub_jackknifeSq' depends on axioms: [propext, Classical.choice, Quot.sound]
'JackknifeSquaredMean.jackknifeSq_unbiased' depends on axioms: [propext, Classical.choice, Quot.sound]
'JackknifeSquaredMean.sq_sampleMean_bias' depends on axioms: [propext, Classical.choice, Quot.sound]
```
